# Constant-potential minima do not determine the barrier of the double well (q² − 1)²

An electrode with two stable charge states can be studied at fixed charge q or at fixed potential U, and the question is whether the second kind of data reveals the energy barrier between the states. Here constant-potential data means the lowest value of E(x) − U x over all real charges x, as a function of U:

E(q) = (q² − 1)²,  Ω(U) = inf over x of [E(x) − U x].

Charge is measured from the symmetric point in units of half the well separation, and energy in units of the barrier height. The wells thus lie at q = ±1 and the barrier top at q = 0.

```lean
import Mathlib

open Set

namespace EnsembleInequivalence

noncomputable section
```

The name `chargingEnergy` often denotes the quadratic energy of a capacitor; here it is the quartic double well.

```lean
/-- The double-well charging energy `E(q) = (q² - 1)²`. -/
def chargingEnergy (q : ℝ) : ℝ := (q ^ 2 - 1) ^ 2
```

`grandPotential` is a zero-temperature quantity, with no thermal average. Identifying a measurement at fixed U with this global minimum is a physical assumption: an electrode held in a metastable state would give other data.

```lean
/-- The grand potential at electrode potential `U`: the infimum over the charge `x` of
`E(x) - U x`, for energies `E` for which this is bounded below. -/
def grandPotential (E : ℝ → ℝ) (U : ℝ) : ℝ := ⨅ x : ℝ, (E x - U * x)
```

For comparison, a second energy keeps E where |q| ≥ 1 and multiplies it by b where |q| < 1. `rescaledBarrier b` is this whole energy curve, not only its barrier.

```lean
/-- The double well with its energy multiplied by `b` in the barrier region `|q| < 1`. -/
def rescaledBarrier (b q : ℝ) : ℝ :=
  if 1 ≤ |q| then chargingEnergy q else b * chargingEnergy q
```

## Tangents outside the wells stay below the curve

The slope of E at a is 4a(a² − 1). Subtracting the tangent at a from E(x) gives

E(x) − E(a) − 4a(a² − 1)(x − a)
= (x − a)[(x + a)(x² + a² − 2) − 4a(a² − 1)]
= (x − a)²[(x + a)² + 2(a² − 1)].

For |a| ≥ 1 this is nonnegative. Lean proves the sign of the last product, and `linarith` checks the identity.

```lean
/-- At a charge `a` with `|a| ≥ 1`, the tangent to the charging energy lies nowhere above
the charging energy. -/
theorem tangent_le {a : ℝ} (ha : 1 ≤ |a|) (x : ℝ) :
    chargingEnergy a + 4 * a * (a ^ 2 - 1) * (x - a) ≤ chargingEnergy x := by
  have ha2 : 0 ≤ a ^ 2 - 1 := by nlinarith [sq_abs a, abs_nonneg a]
  -- the gap between curve and tangent is a manifestly nonnegative product
  have hgap : 0 ≤ (x - a) ^ 2 * ((x + a) ^ 2 + 2 * (a ^ 2 - 1)) := by positivity
  unfold chargingEnergy
  linarith
```

## Every potential is a slope outside the barrier

For V ≥ 0, the slope is 0 at a = 1, and at a = 1 + V it is

4V(1 + V)(2 + V) ≥ V.

By the intermediate value theorem it equals V somewhere between. Since the slope is odd in a, negative potentials follow by reversing the charge.

```lean
/-- Every electrode potential `U` is the slope of the charging energy at some charge `a`
with `|a| ≥ 1`. -/
theorem exists_charge (U : ℝ) : ∃ a : ℝ, 1 ≤ |a| ∧ 4 * a * (a ^ 2 - 1) = U := by
  -- nonnegative potentials, by the intermediate value theorem on `[1, 1 + V]`
  have key : ∀ V : ℝ, 0 ≤ V → ∃ a : ℝ, 1 ≤ a ∧ 4 * a * (a ^ 2 - 1) = V := by
    intro V hV
    have hc : ContinuousOn (fun a : ℝ => 4 * a * (a ^ 2 - 1)) (Icc 1 (1 + V)) := by
      fun_prop
    have hm : V ∈ Icc ((fun a : ℝ => 4 * a * (a ^ 2 - 1)) 1)
        ((fun a : ℝ => 4 * a * (a ^ 2 - 1)) (1 + V)) := by
      constructor
      · show 4 * (1 : ℝ) * (1 ^ 2 - 1) ≤ V
        linarith
      · show V ≤ 4 * (1 + V) * ((1 + V) ^ 2 - 1)
        nlinarith [pow_nonneg hV 3, sq_nonneg V]
    obtain ⟨a, ha, h⟩ := intermediate_value_Icc (by linarith) hc hm
    exact ⟨a, ha.1, h⟩
  rcases le_total 0 U with hU | hU
  · obtain ⟨a, ha, h⟩ := key U hU
    exact ⟨a, ha.trans (le_abs_self a), h⟩
  · -- negative potentials follow by charge reversal
    obtain ⟨a, ha, h⟩ := key (-U) (by linarith)
    refine ⟨-a, ?_, by linarith⟩
    rw [abs_neg]
    exact ha.trans (le_abs_self a)
```

## The minimum ignores the barrier's shape

Let F equal E for |x| ≥ 1 and be nonnegative for |x| < 1. Take |a| ≥ 1 and U = 4a(a² − 1). For |x| ≥ 1 the tangent bound rearranges to

F(x) − U x ≥ E(a) − U a.

For |x| < 1, apply the tangent bound at the wells, where E = 0:

E(a) + U(1 − a) ≤ 0,  E(a) + U(−1 − a) ≤ 0.

Weighting these by (1 + x)/2 and (1 − x)/2 gives

E(a) + U(x − a) ≤ 0 ≤ F(x),

which is the same inequality. Lean uses the weights without the factor 1/2. `IsLeast` on a `range` says that the value is attained and is a lower bound.

```lean
/-- Let an energy `F` agree with the double well for `|q| ≥ 1` and be nonnegative for
`|q| < 1`. At the potential equal to the double-well slope at a charge `a` with `|a| ≥ 1`,
the charge `a` minimises `F(x) - U x`. -/
theorem isLeast_of_agree {F : ℝ → ℝ} (hout : ∀ x, 1 ≤ |x| → F x = chargingEnergy x)
    (hin : ∀ x, |x| < 1 → 0 ≤ F x) {a : ℝ} (ha : 1 ≤ |a|) :
    IsLeast (range fun x : ℝ => F x - 4 * a * (a ^ 2 - 1) * x)
      (chargingEnergy a - 4 * a * (a ^ 2 - 1) * a) := by
  refine ⟨⟨a, by simp only [hout a ha]⟩, ?_⟩
  rintro _ ⟨x, rfl⟩
  show _ ≤ F x - 4 * a * (a ^ 2 - 1) * x
  rcases le_or_gt 1 |x| with hx | hx
  · rw [hout x hx]
    linarith [tangent_le ha x]
  · -- inside the barrier, mix the tangent bounds at the two wells
    have h1 := tangent_le ha 1
    have h2 := tangent_le ha (-1)
    have e1 : chargingEnergy 1 = 0 := by norm_num [chargingEnergy]
    have e2 : chargingEnergy (-1) = 0 := by norm_num [chargingEnergy]
    rw [e1] at h1
    rw [e2] at h2
    obtain ⟨hl, hr⟩ := abs_lt.mp hx
    have m1 := mul_nonneg (by linarith : 0 ≤ 1 + x) (sub_nonneg.mpr h1)
    have m2 := mul_nonneg (by linarith : 0 ≤ 1 - x) (sub_nonneg.mpr h2)
    linarith [hin x hx]
```

With F = E, and a chosen to have slope U, the infimum is an attained minimum:

Ω(U) = E(a) − U a.

```lean
/-- For the double well, the grand potential is an attained minimum at every potential. -/
theorem grandPotential_isLeast (U : ℝ) :
    IsLeast (range fun x : ℝ => chargingEnergy x - U * x)
      (grandPotential chargingEnergy U) := by
  obtain ⟨a, ha, rfl⟩ := exists_charge U
  have h := isLeast_of_agree (F := chargingEnergy) (fun _ _ => rfl)
    (fun x _ => sq_nonneg (x ^ 2 - 1)) ha
  have e : grandPotential chargingEnergy (4 * a * (a ^ 2 - 1)) = _ := h.csInf_eq
  rw [e]
  exact h
```

The right-hand side does not involve F inside the barrier, so every such F has the same Ω.

```lean
/-- Any energy that agrees with the double well for `|q| ≥ 1` and is nonnegative for
`|q| < 1` has the same grand potential as the double well at every electrode potential. -/
theorem grandPotential_eq_of_agree {F : ℝ → ℝ}
    (hout : ∀ x, 1 ≤ |x| → F x = chargingEnergy x) (hin : ∀ x, |x| < 1 → 0 ≤ F x) (U : ℝ) :
    grandPotential F U = grandPotential chargingEnergy U := by
  obtain ⟨a, ha, rfl⟩ := exists_charge U
  have h1 := (isLeast_of_agree hout hin ha).csInf_eq
  have h2 := (isLeast_of_agree (F := chargingEnergy) (fun _ _ => rfl)
    (fun x _ => sq_nonneg (x ^ 2 - 1)) ha).csInf_eq
  exact h1.trans h2.symm
```

## Transforming back gives a flat floor

For any x, Ω(U) ≤ E(x) − U x. If |q| ≥ 1, setting x = q gives

Ω(U) + U q ≤ E(q),

with equality at U = 4q(q² − 1). If |q| < 1, setting x = 1 and x = −1 gives Ω(U) + U ≤ 0 and Ω(U) − U ≤ 0. The weights (1 ± q)/2 combine these into

Ω(U) + U q ≤ 0,

with equality at U = 0, because E ≥ 0 and E(1) = 0 make Ω(0) = 0.

```lean
/-- The largest value of `Ω(U) + U q` over all potentials `U` is attained, and equals `E(q)`
for `|q| ≥ 1` and zero for `|q| < 1`. -/
theorem legendre_isGreatest (q : ℝ) :
    IsGreatest (range fun U : ℝ => grandPotential chargingEnergy U + U * q)
      (if 1 ≤ |q| then chargingEnergy q else 0) := by
  have hle : ∀ U x : ℝ, grandPotential chargingEnergy U ≤ chargingEnergy x - U * x :=
    fun U x => (grandPotential_isLeast U).2 ⟨x, rfl⟩
  have e1 : chargingEnergy 1 = 0 := by norm_num [chargingEnergy]
  have e2 : chargingEnergy (-1) = 0 := by norm_num [chargingEnergy]
  split_ifs with hq
  · constructor
    · -- the optimal potential is the slope at `q`
      refine ⟨4 * q * (q ^ 2 - 1), ?_⟩
      have h : grandPotential chargingEnergy (4 * q * (q ^ 2 - 1)) = _ :=
        (isLeast_of_agree (F := chargingEnergy) (fun _ _ => rfl)
          (fun x _ => sq_nonneg (x ^ 2 - 1)) hq).csInf_eq
      show grandPotential chargingEnergy (4 * q * (q ^ 2 - 1)) + _ = _
      rw [h]
      ring
    · rintro _ ⟨U, rfl⟩
      show grandPotential chargingEnergy U + U * q ≤ _
      linarith [hle U q]
  · obtain ⟨hl, hr⟩ := abs_lt.mp (not_le.mp hq)
    constructor
    · -- the value zero is attained at `U = 0`, where the grand potential is zero
      refine ⟨0, ?_⟩
      show grandPotential chargingEnergy 0 + 0 * q = 0
      obtain ⟨x, hx⟩ := (grandPotential_isLeast 0).1
      have hx' : chargingEnergy x - 0 * x = grandPotential chargingEnergy 0 := hx
      have hpos : 0 ≤ chargingEnergy x := sq_nonneg _
      have h1 := hle 0 1
      rw [e1] at h1
      linarith
    · rintro _ ⟨U, rfl⟩
      show grandPotential chargingEnergy U + U * q ≤ 0
      have h1 := hle U 1
      have h2 := hle U (-1)
      rw [e1] at h1
      rw [e2] at h2
      have m1 := mul_nonneg (by linarith : 0 ≤ 1 + q) (sub_nonneg.mpr h1)
      have m2 := mul_nonneg (by linarith : 0 ≤ 1 - q) (sub_nonneg.mpr h2)
      linarith
```

Since the maximum is attained, it is the supremum.

```lean
/-- The supremum over `U` of `Ω(U) + U q` equals the charging energy for `|q| ≥ 1` and
zero for `|q| < 1`. -/
theorem iSup_legendre (q : ℝ) :
    (⨆ U : ℝ, (grandPotential chargingEnergy U + U * q)) =
      if 1 ≤ |q| then chargingEnergy q else 0 :=
  (legendre_isGreatest q).csSup_eq
```

For numbers, take a = 2. Then U = 4·2·3 = 24, E(2) = 9 and Ω(24) = 9 − 48 = −39. At q = 2 this potential returns −39 + 48 = 9, the true energy. At q = 1/2 it gives −39 + 12 = −27, while U = 0 gives the maximum, 0. The true energy there is 9/16.

## Different barriers, identical data

For |q| < 1, E(q) > 0 ≥ Ω(U) + U q. Hence E(q) − U q > Ω(U), and no potential makes such a charge the global minimiser.

```lean
/-- A charge with `|q| < 1` does not minimise `E(x) - U x` at any electrode potential `U`. -/
theorem barrier_never_stable {q : ℝ} (hq : |q| < 1) (U : ℝ) :
    grandPotential chargingEnergy U < chargingEnergy q - U * q := by
  have h : grandPotential chargingEnergy U + U * q ≤ _ := (legendre_isGreatest q).2 ⟨U, rfl⟩
  rw [if_neg (not_le.mpr hq)] at h
  have hne : q ^ 2 - 1 < 0 := by nlinarith [sq_abs q, abs_nonneg q]
  have hpos : 0 < chargingEnergy q := by
    unfold chargingEnergy
    nlinarith [mul_pos_of_neg_of_neg hne hne]
  linarith
```

The rescaled energy is continuous, because both branches vanish at |q| = 1, and it equals b at q = 0. For b ≥ 0 it satisfies the conditions on F, so its Ω is that of the original. A barrier of any height, or none at all, gives the same data.

```lean
/-- For every `b ≥ 0`, the double well with rescaled barrier is continuous, has energy `b` at
`q = 0`, and has the same grand potential as the original at every electrode potential. -/
theorem barrier_not_determined {b : ℝ} (hb : 0 ≤ b) :
    Continuous (rescaledBarrier b) ∧ rescaledBarrier b 0 = b ∧
      ∀ U, grandPotential (rescaledBarrier b) U = grandPotential chargingEnergy U := by
  have hE : Continuous chargingEnergy := by
    unfold chargingEnergy
    fun_prop
  refine ⟨?_, by norm_num [rescaledBarrier, chargingEnergy], fun U => ?_⟩
  · -- the two branches meet at the wells, where the energy vanishes
    refine Continuous.if_le hE (continuous_const.mul hE) continuous_const continuous_abs ?_
    intro x hx
    have h2 : x ^ 2 = 1 := by rw [← sq_abs, ← hx, one_pow]
    simp [chargingEnergy, h2]
  · refine grandPotential_eq_of_agree (fun x hx => if_pos hx) (fun x hx => ?_) U
    have h : rescaledBarrier b x = b * chargingEnergy x := if_neg (not_le.mpr hx)
    show 0 ≤ rescaledBarrier b x
    rw [h]
    exact mul_nonneg hb (sq_nonneg _)

end

end EnsembleInequivalence
```

For grand-canonical electronic-structure calculations, this means that, in a system with a single charge coordinate and this double well as its energy, global minima at fixed potential would not by themselves determine the barrier. Some further knowledge would be enough: if the energy is known to be a polynomial, for example, its values at |q| ≥ 1 fix it everywhere. Fixed-charge energies at |q| < 1 supply the missing information.

```lean
#print axioms EnsembleInequivalence.iSup_legendre
#print axioms EnsembleInequivalence.barrier_never_stable
#print axioms EnsembleInequivalence.barrier_not_determined
```

```
'EnsembleInequivalence.iSup_legendre' depends on axioms: [propext, Classical.choice, Quot.sound]
'EnsembleInequivalence.barrier_never_stable' depends on axioms: [propext, Classical.choice, Quot.sound]
'EnsembleInequivalence.barrier_not_determined' depends on axioms: [propext, Classical.choice, Quot.sound]
```
